# A uniformly random full contraction of 2n operators has n(n−1)/6 crossings on average

A full contraction of a product of $2n$ operators joins their positions in pairs, so that every operator belongs to exactly one pair. For a product of creation and annihilation operators, Wick's theorem writes the vacuum expectation value as a sum over such pairings. Draw the positions on a line and each pair as an arc above it. Two arcs cross when exactly one end of the second lies between the ends of the first. For fermions, each crossing contributes a factor $-1$ to the sign of the term. The question here is how many crossings there are, summed over all full contractions and on average.

The positions are numbered $0,\dots,2n-1$. A pairing is encoded as a map $\sigma$ that sends each position to its partner, and an arc is named by its left end, a position $a$ with $a<\sigma(a)$.

```lean
import Mathlib

open Finset Equiv
open scoped Nat

namespace WickCrossings

variable {n : ℕ}
```

The number $n$ is any natural number, zero included.

```lean
/-- The full contractions of `2n` operators: fixed-point-free involutions of their positions. -/
def contractions (n : ℕ) : Finset (Perm (Fin (2 * n))) :=
  univ.filter fun σ => (∀ i, σ (σ i) = i) ∧ ∀ i, σ i ≠ i
```

`Fin (2 * n)` is the set of positions, and `Perm` is the type of its permutations. The set `contractions n` keeps those with $\sigma(\sigma(i))=i$, so that partnership is mutual, and $\sigma(i)\neq i$, so that no operator is left over. Only positions matter: two equal operators at different places remain distinct.

```lean
/-- Crossing pairs of arcs, recorded by their left ends `a < b < σ a < σ b`. -/
def crossings (σ : Perm (Fin (2 * n))) : Finset (Fin (2 * n) × Fin (2 * n)) :=
  univ.filter fun p => p.1 < p.2 ∧ p.2 < σ p.1 ∧ σ p.1 < σ p.2
```

A crossing is a pair $(a,b)$ with $a<b<\sigma(a)<\sigma(b)$. In Lean, `p.1` is $a$ and `p.2` is $b$. The order $a<b$ ensures that each pair of arcs is counted once.

```lean
/-- Nested pairs of arcs, recorded by their left ends `a < b < σ b < σ a`. -/
def nestings (σ : Perm (Fin (2 * n))) : Finset (Fin (2 * n) × Fin (2 * n)) :=
  univ.filter fun p => p.1 < p.2 ∧ p.2 < σ p.2 ∧ σ p.2 < σ p.1
```

In a nested pair the second arc lies under the first: $a<b<\sigma(b)<\sigma(a)$.

```lean
/-- Separated pairs of arcs, recorded by their left ends `a`, `b` in `a < σ a < b < σ b`. -/
def separations (σ : Perm (Fin (2 * n))) : Finset (Fin (2 * n) × Fin (2 * n)) :=
  univ.filter fun p => p.1 < σ p.1 ∧ σ p.1 < p.2 ∧ p.2 < σ p.2
```

In a separated pair the first arc ends before the second begins: $a<\sigma(a)<b<\sigma(b)$.

```lean
/-- The contraction scheme `σ` after the operators at positions `x` and `y` trade places. -/
def relabel (σ : Perm (Fin (2 * n))) (x y : Fin (2 * n)) : Perm (Fin (2 * n)) :=
  swap x y * σ * swap x y
```

Write $\tau$ for the transposition of $x$ and $y$. Then `relabel σ x y` is $\tau\sigma\tau$, where the product of permutations is composition. It is the pairing obtained when the points $x$ and $y$ trade places while the arcs stay attached to them.

## Counting the contractions

```lean
/-- A permutation of `2n` positions is a full contraction exactly when it consists of
`n` two-cycles. -/
theorem mem_contractions_iff (σ : Perm (Fin (2 * n))) :
    σ ∈ contractions n ↔ σ.cycleType = Multiset.replicate n 2 := by
  simp only [contractions, mem_filter, mem_univ, true_and]
  constructor
  · rintro ⟨h2, h0⟩
    have hord : orderOf σ ∣ 2 :=
      orderOf_dvd_of_pow_eq_one (Equiv.ext fun i => by simp [pow_two, h2])
    have hrep := Multiset.eq_replicate_of_mem fun k (hk : k ∈ σ.cycleType) =>
      le_antisymm (Nat.le_of_dvd two_pos ((Perm.dvd_of_mem_cycleType hk).trans hord))
        (Perm.two_le_of_mem_cycleType hk)
    have hsupp : σ.support = univ := by ext i; simp [h0]
    have hsum := σ.sum_cycleType
    rw [hsupp, hrep] at hsum
    simp only [Multiset.sum_replicate, smul_eq_mul, Finset.card_univ, Fintype.card_fin] at hsum
    have hc : Multiset.card σ.cycleType = n := by omega
    rw [hrep, hc]
  · intro h
    have hord : σ ^ 2 = 1 := by
      rw [← orderOf_dvd_iff_pow_eq_one, ← Perm.lcm_cycleType, h, Multiset.lcm_dvd]
      exact fun b hb => (Multiset.eq_of_mem_replicate hb).dvd
    have hs : σ.support = univ := by
      apply Finset.eq_univ_of_card
      rw [← Perm.sum_cycleType, h]
      simp [mul_comm]
    refine ⟨fun i => ?_, fun i => Perm.mem_support.mp (by rw [hs]; exact mem_univ i)⟩
    simpa [pow_two] using Equiv.congr_fun hord i
```

The theorem says that full contractions are the permutations made of $n$ two-cycles. `cycleType` lists the lengths of the nontrivial cycles, and `Multiset.replicate n 2` is the list of $n$ twos.

If $\sigma^2=1$, every cycle length divides 2, so each nontrivial cycle has length 2. Without fixed points these cycles fill all $2n$ positions, so there are $n$ of them. Conversely, $n$ two-cycles give $\sigma^2=1$ and move $2n$ positions, which is all of them. The two bullets of the proof are these two directions.

```lean
/-- There are `(2n-1)!!` full contractions of `2n` operators, read as `1` for `n = 0`. -/
theorem card_contractions (n : ℕ) : #(contractions n) = (2 * n - 1)‼ := by
  rcases n with _ | n
  · decide
  have hset : contractions (n + 1) =
      univ.filter fun σ => σ.cycleType = Multiset.replicate (n + 1) 2 := by
    ext σ
    rw [mem_contractions_iff, mem_filter]
    exact ⟨fun h => ⟨mem_univ _, h⟩, fun h => h.2⟩
  -- the size of the conjugacy class with `n + 1` two-cycles
  have h := Perm.card_of_cycleType_mul_eq (α := Fin (2 * (n + 1))) (Multiset.replicate (n + 1) 2)
  have ht : (Multiset.replicate (n + 1) 2).toFinset = {2} := by
    ext k
    rw [Multiset.mem_toFinset, Multiset.mem_replicate, mem_singleton]
    exact ⟨fun h => h.2, fun h => ⟨Nat.succ_ne_zero n, h⟩⟩
  have hle : (Multiset.replicate (n + 1) 2).sum ≤ Fintype.card (Fin (2 * (n + 1))) := by
    rw [Multiset.sum_replicate, Fintype.card_fin, smul_eq_mul]
    omega
  rw [← hset, if_pos ⟨hle, fun a ha => (Multiset.eq_of_mem_replicate ha).ge⟩,
    ht, prod_singleton, Multiset.count_replicate_self, Multiset.prod_replicate,
    Multiset.sum_replicate, Fintype.card_fin, smul_eq_mul, mul_comm (n + 1) 2, Nat.sub_self,
    Nat.factorial_zero, one_mul, ← Nat.doubleFactorial_two_mul] at h
  have hf : (2 * (n + 1))! = (2 * (n + 1))‼ * (2 * (n + 1) - 1)‼ :=
    Nat.factorial_eq_mul_doubleFactorial (2 * n + 1)
  rw [hf] at h
  exact Nat.eq_of_mul_eq_mul_right (Nat.doubleFactorial_pos (2 * (n + 1)))
    (h.trans (mul_comm _ _))
```

The symbol `#` means the number of elements, and `‼` is the double factorial. The number of permutations with $n$ two-cycles is
$$\frac{(2n)!}{2^n\,n!}=\frac{(2n)!!\,(2n-1)!!}{(2n)!!}=(2n-1)!!,$$
because $2^n n!=(2n)!!$. The denominator accounts for the two ways of writing each cycle and the $n!$ orders of the cycles.

Mathlib supplies the class size as a product equation, `Perm.card_of_cycleType_mul_eq`; the long rewrite simplifies its factors, and the last line cancels $(2n)!!$. The case $n=0$ is checked separately. There, natural-number subtraction gives $2\cdot0-1=0$, and $0!!=1$ counts the empty contraction.

## Three kinds of arc pair

```lean
/-- A full contraction of `2n` operators has `n` arcs, counted by their left ends. -/
theorem card_left_ends {σ : Perm (Fin (2 * n))} (hσ : σ ∈ contractions n) :
    #(univ.filter fun a => a < σ a) = n := by
  obtain ⟨h2, h0⟩ := (mem_filter.mp hσ).2
  -- `σ` exchanges left ends and right ends
  have hc : #(univ.filter fun a => a < σ a) = #(univ.filter fun a => a < σ a)ᶜ := by
    refine card_bij' (fun a _ => σ a) (fun a _ => σ a) ?_ ?_ (fun a _ => h2 a)
      (fun a _ => h2 a) <;>
    · intro a ha
      have := Fin.val_ne_of_ne (h0 a)
      simp only [mem_compl, mem_filter, mem_univ, true_and, h2, Fin.lt_def] at ha ⊢
      omega
  have hle := card_le_univ (univ.filter fun a => a < σ a)
  rw [card_compl] at hc
  rw [Fintype.card_fin] at hc hle
  omega
```

The map $\sigma$ sends left ends to right ends and back, so the two sets have equal size. Together they make up the $2n$ positions, hence there are $n$ left ends. In the proof, `card_bij'` turns this two-way map into an equality of sizes, and `omega`, which settles linear integer arithmetic, finishes.

```lean
/-- A finite set of `m` ordered positions contains `C(m,2)` pairs `a < b`. -/
theorem card_ordered_pairs {α : Type*} [LinearOrder α] (s : Finset α) :
    #((s ×ˢ s).filter fun p => p.1 < p.2) = s.card.choose 2 := by
  have hU : s.offDiag = ((s ×ˢ s).filter fun p => p.1 < p.2) ∪
      ((s ×ˢ s).filter fun p => p.2 < p.1) := by
    ext ⟨a, b⟩
    have h : a ≠ b ↔ a < b ∨ b < a := ⟨lt_or_gt_of_ne, fun h => h.elim (·.ne) (·.ne')⟩
    simp only [mem_offDiag, mem_union, mem_filter, mem_product, h]
    tauto
  have hE : #((s ×ˢ s).filter fun p => p.1 < p.2) = #((s ×ˢ s).filter fun p => p.2 < p.1) := by
    refine card_bij' (fun p _ => p.swap) (fun p _ => p.swap) ?_ ?_ (fun _ _ => rfl)
      (fun _ _ => rfl) <;>
    · intro p hp
      simp only [mem_filter, mem_product, Prod.fst_swap, Prod.snd_swap] at hp ⊢
      exact ⟨⟨hp.1.2, hp.1.1⟩, hp.2⟩
  have hc := congrArg Finset.card hU
  rw [card_union_of_disjoint (disjoint_left.mpr fun p hp hq =>
    lt_asymm (mem_filter.mp hp).2 (mem_filter.mp hq).2), offDiag_card] at hc
  rw [Nat.choose_two_right, Nat.mul_sub_one]
  omega
```

A set of $m$ ordered elements has $m^2-m$ ordered pairs of distinct elements. Half of them satisfy $a<b$, since exchanging the entries matches the two halves. This leaves $m(m-1)/2=\binom m2$. The set of all pairs with distinct entries is called `offDiag`; `hU` splits it and `hE` matches its halves.

```lean
/-- In a full contraction the crossing, nested and separated pairs of arcs number `C(n,2)`
together. -/
theorem card_arc_pairs {σ : Perm (Fin (2 * n))} (hσ : σ ∈ contractions n) :
    #(crossings σ) + #(nestings σ) + #(separations σ) = n.choose 2 := by
  obtain ⟨h2, -⟩ := (mem_filter.mp hσ).2
  have hc := card_ordered_pairs (univ.filter fun a => a < σ a)
  have hU : (((univ.filter fun a => a < σ a) ×ˢ (univ.filter fun a => a < σ a)).filter
      fun p => p.1 < p.2) = crossings σ ∪ (nestings σ ∪ separations σ) := by
    ext ⟨a, b⟩
    have h1 : σ a = b → σ b = a := by rintro rfl; exact h2 a
    have h3 : σ a = σ b → a = b := fun h => σ.injective h
    simp only [Fin.ext_iff] at h1 h3
    simp only [crossings, nestings, separations, mem_union, mem_filter, mem_product, mem_univ,
      true_and, Fin.lt_def]
    omega
  rw [hU, card_union_of_disjoint, card_union_of_disjoint, card_left_ends hσ] at hc
  · omega
  all_goals
    refine disjoint_left.mpr fun p hp hq => ?_
    simp only [crossings, nestings, separations, mem_union, mem_filter, mem_univ, true_and,
      Fin.lt_def] at hp hq
    omega
```

Take two left ends $a<b$. If $\sigma(a)=b$, then $\sigma(b)=a<b$, so $b$ would not be a left end. Also $\sigma(a)\neq\sigma(b)$, because $\sigma$ is injective. Exactly one of the following three cases then holds:

- $\sigma(a)<b$: separated;
- $b<\sigma(a)<\sigma(b)$: crossing;
- $b<\sigma(b)<\sigma(a)$: nested.

With $n$ left ends, the three numbers therefore add up to $\binom n2$. The equality `hU` states the case split, and the closing steps show that the three sets do not overlap.

## Exchanging ends of arcs

```lean
/-- Exchanging two positions turns a full contraction into a full contraction, and exchanging
them again restores it. -/
theorem relabel_spec {σ : Perm (Fin (2 * n))} (hσ : σ ∈ contractions n) (x y : Fin (2 * n)) :
    relabel σ x y ∈ contractions n ∧ relabel (relabel σ x y) y x = σ := by
  obtain ⟨h2, h0⟩ := (mem_filter.mp hσ).2
  have hs : ∀ i, swap x y (swap x y i) = i := fun i => Equiv.congr_fun (swap_mul_self x y) i
  refine ⟨mem_filter.mpr ⟨mem_univ _, fun i => ?_, fun i h => ?_⟩, Equiv.ext fun i => ?_⟩
  · change swap x y (σ (swap x y (swap x y (σ (swap x y i))))) = i
    rw [hs, h2, hs]
  · have h' : swap x y (σ (swap x y i)) = i := h
    exact h0 (swap x y i) ((hs _).symm.trans (congrArg (fun j => swap x y j) h'))
  · change swap y x (swap x y (σ (swap x y (swap y x i)))) = σ i
    rw [swap_comm y x, hs, hs]
```

Since $\tau^2=1$, we have $(\tau\sigma\tau)^2=\tau\sigma^2\tau=1$. A fixed point $i$ of $\tau\sigma\tau$ would make $\tau(i)$ a fixed point of $\sigma$, which has none. So the new pairing is again a full contraction. Applying the same exchange once more gives $\tau\tau\sigma\tau\tau=\sigma$. The second `relabel` takes its arguments in the order `y x`, the order in which they appear when the exchange is undone below.

```lean
/-- Summed over all full contractions, crossing and nested pairs of arcs are equally many. -/
theorem sum_crossings_eq_sum_nestings (n : ℕ) :
    ∑ σ ∈ contractions n, #(crossings σ) = ∑ σ ∈ contractions n, #(nestings σ) := by
  -- exchange the right ends of the two arcs
  have key : ∀ (σ : Perm (Fin (2 * n))) (a b : Fin (2 * n)), a ≠ σ a → a ≠ σ b → b ≠ σ a →
      b ≠ σ b → relabel σ (σ a) (σ b) a = σ b ∧ relabel σ (σ a) (σ b) b = σ a := by
    intro σ a b h1 h2 h3 h4
    simp only [relabel, Perm.mul_apply]
    rw [swap_apply_of_ne_of_ne h1 h2, swap_apply_of_ne_of_ne h3 h4]
    exact ⟨swap_apply_left _ _, swap_apply_right _ _⟩
  rw [← card_sigma, ← card_sigma]
  refine card_bij' (fun x _ => ⟨relabel x.1 (x.1 x.2.1) (x.1 x.2.2), x.2⟩)
    (fun x _ => ⟨relabel x.1 (x.1 x.2.1) (x.1 x.2.2), x.2⟩) ?_ ?_ ?_ ?_ <;>
    rintro ⟨σ, a, b⟩ h <;>
    simp only [mem_sigma, crossings, nestings, mem_filter, mem_univ, true_and] at h ⊢ <;>
    obtain ⟨hσ, h1, h2, h3⟩ := h <;>
    obtain ⟨ha, hb⟩ := key σ a b (by omega) (by omega) (by omega) (by omega) <;>
    rw [ha, hb]
  · exact ⟨(relabel_spec hσ _ _).1, h1, h2, h3⟩
  · exact ⟨(relabel_spec hσ _ _).1, h1, h2, h3⟩
  · rw [(relabel_spec hσ _ _).2]
  · rw [(relabel_spec hσ _ _).2]
```

Take a contraction with a marked crossing, $a<b<\sigma(a)<\sigma(b)$, and exchange the right ends $\sigma(a)$ and $\sigma(b)$. The new pairing $\sigma'$ has
$$\sigma'(a)=\sigma(b),\qquad \sigma'(b)=\sigma(a),$$
so $a<b<\sigma'(b)<\sigma'(a)$, which is nested. The same operation turns a marked nested pair into a crossing, and doing it twice restores the start. Marked crossings and marked nestings are therefore equally many over all contractions. The numbers may differ within a single contraction.

In Lean, `card_sigma` converts each sum into the size of a set of contractions with a marked pair. The statement `key` computes the two new partners, and `card_bij'` asks for four checks: both maps land in the right set, and each undoes the other.

```lean
/-- Summed over all full contractions, crossing and separated pairs of arcs are equally many. -/
theorem sum_crossings_eq_sum_separations (n : ℕ) :
    ∑ σ ∈ contractions n, #(crossings σ) = ∑ σ ∈ contractions n, #(separations σ) := by
  -- exchange the two middle points of the four
  have key : ∀ (σ : Perm (Fin (2 * n))) (a b : Fin (2 * n)), a ≠ b → a ≠ σ a → σ b ≠ b →
      σ b ≠ σ a → relabel σ b (σ a) a = b ∧ relabel σ b (σ a) (σ a) = σ b := by
    intro σ a b h1 h2 h3 h4
    simp only [relabel, Perm.mul_apply]
    rw [swap_apply_of_ne_of_ne h1 h2, swap_apply_right, swap_apply_of_ne_of_ne h3 h4]
    exact ⟨rfl, rfl⟩
  rw [← card_sigma, ← card_sigma]
  refine card_bij' (fun x _ => ⟨relabel x.1 x.2.2 (x.1 x.2.1), (x.2.1, x.1 x.2.1)⟩)
    (fun x _ => ⟨relabel x.1 x.2.2 (x.1 x.2.1), (x.2.1, x.1 x.2.1)⟩) ?_ ?_ ?_ ?_ <;>
    rintro ⟨σ, a, b⟩ h <;>
    simp only [mem_sigma, crossings, separations, mem_filter, mem_univ, true_and] at h ⊢ <;>
    obtain ⟨hσ, h1, h2, h3⟩ := h <;>
    obtain ⟨ha, hb⟩ := key σ a b (by omega) (by omega) (by omega) (by omega) <;>
    rw [ha]
  · exact ⟨(relabel_spec hσ _ _).1, h1, h2, by rw [hb]; exact h3⟩
  · exact ⟨(relabel_spec hσ _ _).1, h1, h2, by rw [hb]; exact h3⟩
  · rw [(relabel_spec hσ _ _).2]
  · rw [(relabel_spec hσ _ _).2]
```

Now exchange the two middle points, $b$ and $c=\sigma(a)$, of a marked crossing $a<b<c<\sigma(b)$. The new pairing has
$$\sigma'(a)=b,\qquad \sigma'(c)=\sigma(b),$$
so $a<\sigma'(a)<c<\sigma'(c)$. This is a separated pair with left ends $a$ and $c$. The second left end has changed, which is why the map in the proof returns the pair $(a,\sigma(a))$. Exchanging the middle points of a separated pair gives a crossing by the same formula, and the four checks are as before.

## The total and the average

```lean
/-- Three times the number of crossings, summed over all full contractions of `2n` operators,
is `C(n,2) (2n-1)!!`, with the double factorial read as `1` for `n = 0`. -/
theorem three_mul_sum_crossings (n : ℕ) :
    3 * ∑ σ ∈ contractions n, #(crossings σ) = n.choose 2 * (2 * n - 1)‼ := by
  have h : ∑ σ ∈ contractions n, (#(crossings σ) + #(nestings σ) + #(separations σ)) =
      #(contractions n) * n.choose 2 := by
    rw [sum_congr rfl (fun σ hσ => card_arc_pairs hσ), sum_const, smul_eq_mul]
  rw [sum_add_distrib, sum_add_distrib, ← sum_crossings_eq_sum_nestings,
    ← sum_crossings_eq_sum_separations, card_contractions] at h
  linarith
```

Let $X$, $N$ and $S$ be the total numbers of crossings, nestings and separations over all full contractions. Each of the $(2n-1)!!$ contractions has $\binom n2$ arc pairs, so
$$X+N+S=\binom n2(2n-1)!!.$$
Since $N=X$ and $S=X$, the left side is $3X$. The proof sums `card_arc_pairs`, substitutes the two equalities and the count, and ends with linear arithmetic. For $n=2$ there are three contractions with one crossing among them, and both sides equal 3.

```lean
/-- A uniformly random full contraction of `2n` operators has `n(n-1)/6` crossings on average. -/
theorem average_crossings (n : ℕ) :
    ((∑ σ ∈ contractions n, #(crossings σ) : ℕ) : ℚ) / (#(contractions n) : ℚ) =
      (n : ℚ) * ((n : ℚ) - 1) / 6 := by
  have h : (3 : ℚ) * ((∑ σ ∈ contractions n, #(crossings σ) : ℕ) : ℚ) =
      (n.choose 2 : ℚ) * ((2 * n - 1)‼ : ℕ) := by
    exact_mod_cast three_mul_sum_crossings n
  have hD : (((2 * n - 1)‼ : ℕ) : ℚ) ≠ 0 :=
    Nat.cast_ne_zero.mpr (Nat.doubleFactorial_pos _).ne'
  rw [Nat.cast_choose_two] at h
  rw [card_contractions, div_eq_iff hD]
  linarith

end WickCrossings
```

Dividing by the number of contractions gives
$$\frac{X}{(2n-1)!!}=\frac13\binom n2=\frac{n(n-1)}6.$$
The casts to `ℚ` make this a division of rational numbers, and `hD` records that the denominator is not zero. For $n=0$ and $n=1$ the average is 0.

The average gives every pairing the same weight. In an actual Wick expansion each term carries a product of contraction values, and many of these may vanish, for instance that of two annihilation operators. Passing from this count to such an expansion requires those values. For fermionic expansions in many-body theory, the result gives the mean number of arc crossings when all pairings count equally. The sign of a term depends on the parity of its own crossing number, which the average does not determine once $n\ge 2$.

```lean
#print axioms WickCrossings.average_crossings
```

```
'WickCrossings.average_crossings' depends on axioms: [propext, Classical.choice, Quot.sound]
```
